# When the normalised ratio of squared mixed to variational marginals equals the pure marginal

On a finite set of pairs, let `psi` be a real trial function without zeros and `phi` a real function whose overlap with it is non-zero; neither need be normalised. The variational, mixed and pure densities are `psi ^ 2`, `phi * psi` and `phi ^ 2`, each divided by its total, and their marginals sum out the second coordinate. `marginal_exact_iff` says that the square of the mixed marginal over the variational one, normalised, equals the pure marginal exactly when, with one constant `k` for all rows, the squared overlap within each row is `k` times the product of the two squared norms there. The proof takes the normalisation outside the marginals, turns equality after normalisation into proportionality with `normalized_eq_iff`, and clears the denominator.

The first attempt, which Lean rejects:

```lean
import Mathlib

open Finset

namespace MarginalExactIff

noncomputable section

variable {X A B : Type*} [Fintype X] [Fintype A] [Fintype B]

/-- A function on configurations divided by its total; the domain is functions with
non-zero total. -/
def normalized (f : X → ℝ) (x : X) : ℝ := f x / ∑ y, f y

/-- The variational density, proportional to `psi ^ 2`, for a trial function `psi` that is
not identically zero. -/
def variationalDensity (psi : X → ℝ) : X → ℝ := normalized fun x => psi x ^ 2

/-- The mixed density, proportional to `phi * psi`, for functions with non-zero overlap. -/
def mixedDensity (psi phi : X → ℝ) : X → ℝ := normalized fun x => phi x * psi x

/-- The pure density, proportional to `phi ^ 2`, for `phi` not identically zero. -/
def pureDensity (phi : X → ℝ) : X → ℝ := normalized fun x => phi x ^ 2

/-- The extrapolated density: `m ^ 2 / v`, normalized. The domain is `v` without zeros and
`m` not identically zero, with non-zero total of `m ^ 2 / v`. -/
def extrapolate (v m : X → ℝ) : X → ℝ := normalized fun x => m x ^ 2 / v x

/-- The marginal of a density on pairs, with the second coordinate summed out. -/
def rowMarginal (p : A × B → ℝ) (a : A) : ℝ := ∑ b, p (a, b)

/-- A non-zero constant factor drops out on normalization. -/
theorem normalized_const_mul (c : ℝ) (hc : c ≠ 0) (f : X → ℝ) :
    normalized (fun x => c * f x) = normalized f := by
  funext x
  simp only [normalized]
  rw [← Finset.mul_sum, mul_div_mul_left _ _ hc]

/-- A function with non-zero total agrees with a second function after normalization exactly
when it is a constant multiple of the second. -/
theorem normalized_eq_iff (f g : X → ℝ) (hf : ∑ x, f x ≠ 0) :
    normalized f = normalized g ↔ ∃ k : ℝ, ∀ x, f x = k * g x := by
  constructor
  · intro h
    refine ⟨(∑ y, f y) / ∑ y, g y, fun x => ?_⟩
    have hx : f x / ∑ y, f y = g x / ∑ y, g y := congrFun h x
    rw [div_eq_iff hf] at hx
    exact hx.trans (by ring)
  · rintro ⟨k, hk⟩
    have hk0 : k ≠ 0 := by
      intro h0
      exact hf (Finset.sum_eq_zero fun x _ => by rw [hk x, h0, zero_mul])
    rw [show f = fun x => k * g x from funext hk]
    exact normalized_const_mul k hk0 g

/-- Extrapolation does not see the normalization of its two inputs, provided that their
totals are non-zero. -/
theorem extrapolate_normalized (f g : X → ℝ) (hf : ∑ x, f x ≠ 0) (hg : ∑ x, g x ≠ 0) :
    extrapolate (normalized f) (normalized g) = normalized fun x => g x ^ 2 / f x := by
  -- both normalization constants collect into one common factor
  have h : (fun x => normalized g x ^ 2 / normalized f x) =
      fun x => ((∑ y, f y) / (∑ y, g y) ^ 2) * (g x ^ 2 / f x) := by
    funext x
    simp only [normalized]
    rw [div_pow, div_div_div_eq]
    ring
  unfold extrapolate
  rw [h]
  exact normalized_const_mul _ (div_ne_zero hf (pow_ne_zero 2 hg)) _

/-- Two real functions with non-zero overlap both have non-zero squared norm. -/
theorem sum_sq_ne_zero (psi phi : X → ℝ) (hS : ∑ x, phi x * psi x ≠ 0) :
    ∑ x, psi x ^ 2 ≠ 0 ∧ ∑ x, phi x ^ 2 ≠ 0 := by
  have key : ∀ f : X → ℝ, ∑ x, f x ^ 2 = 0 → ∀ x, f x = 0 := fun f h x =>
    (pow_eq_zero_iff two_ne_zero).1
      ((Finset.sum_eq_zero_iff_of_nonneg fun y _ => sq_nonneg (f y)).1 h x (mem_univ x))
  constructor
  · intro h
    exact hS (Finset.sum_eq_zero fun x _ => by rw [key psi h x, mul_zero])
  · intro h
    exact hS (Finset.sum_eq_zero fun x _ => by rw [key phi h x, zero_mul])

/-- For a trial function without zeros that overlaps with `phi`, extrapolating the marginals is
exact if and only if there is one constant `k` such that, in every row, the squared overlap is `k`
times the product of the squared norms of `psi` and `phi` within that row. -/
theorem marginal_exact_iff (psi phi : A × B → ℝ) (hpsi : ∀ x, psi x ≠ 0)
    (hS : ∑ x, phi x * psi x ≠ 0) :
    extrapolate (rowMarginal (variationalDensity psi)) (rowMarginal (mixedDensity psi phi))
        = rowMarginal (pureDensity phi) ↔
      ∃ k : ℝ, ∀ a, (∑ b, phi (a, b) * psi (a, b)) ^ 2 =
        k * ((∑ b, psi (a, b) ^ 2) * ∑ b, phi (a, b) ^ 2) := by
  have tot : ∀ f : A × B → ℝ, ∑ a, rowMarginal f a = ∑ x, f x :=
    fun f => (Fintype.sum_prod_type f).symm
  -- marginalization commutes with normalization
  have comm : ∀ f : A × B → ℝ, rowMarginal (normalized f) = normalized (rowMarginal f) := by
    intro f
    funext a
    simp only [normalized, tot]
    simp only [rowMarginal, normalized, Finset.sum_div]
  obtain ⟨hN, hQ⟩ := sum_sq_ne_zero psi phi hS
  rw [← tot] at hN hQ hS
  have hW : ∀ a, 0 < rowMarginal (fun x => psi x ^ 2) a := by
    intro a
    obtain ⟨a', _, ha'⟩ := Finset.exists_ne_zero_of_sum_ne_zero hS
    obtain ⟨b, _, _⟩ := Finset.exists_ne_zero_of_sum_ne_zero ha'
    exact Finset.sum_pos (fun b _ => pow_pos_of_ne (hpsi (a, b))) ⟨b, mem_univ b⟩
  have hT : ∑ a, rowMarginal (fun x => phi x * psi x) a ^ 2 /
      rowMarginal (fun x => psi x ^ 2) a ≠ 0 := by
    intro h
    refine hS (Finset.sum_eq_zero fun a ha => ?_)
    have h0 := (Finset.sum_eq_zero_iff_of_nonneg
      fun a _ => div_nonneg (sq_nonneg _) (hW a).le).1 h a ha
    rw [div_eq_iff (hW a).ne', zero_mul] at h0
    exact (pow_eq_zero_iff two_ne_zero).1 h0
  unfold variationalDensity mixedDensity pureDensity
  rw [comm, comm, comm, extrapolate_normalized _ _ hN hS, normalized_eq_iff _ _ hT hQ]
  refine exists_congr fun k => forall_congr' fun a => ?_
  rw [div_eq_iff (hW a).ne', mul_assoc,
    mul_comm (rowMarginal (fun x => phi x ^ 2) a)]
  exact Iff.rfl
where
  pow_pos_of_ne {r : ℝ} (h : r ≠ 0) : 0 < r ^ 2 := by positivity

end

end MarginalExactIff
```

The compiler's answer:

```
Main.lean:106:37: error(lean.unknownIdentifier): Unknown identifier `pow_pos_of_ne`
Main.lean:116:58: error: Function expected at
  normalized_eq_iff (fun x => rowMarginal (fun x => phi x * psi x) x ^ 2 / rowMarginal (fun x => psi x ^ 2) x) ?m.525 hT
but this term has type
  (normalized fun x => rowMarginal (fun x => phi x * psi x) x ^ 2 / rowMarginal (fun x => psi x ^ 2) x) =
      normalized ?m.525 ↔
    ∃ k, ∀ (x : A), rowMarginal (fun x => phi x * psi x) x ^ 2 / rowMarginal (fun x => psi x ^ 2) x = k * ?m.525 x

Note: Expected a function because this term is being applied to the argument
  hQ
Main.lean:91:61: error: unsolved goals
A : Type u_2
B : Type u_3
inst✝¹ : Fintype A
inst✝ : Fintype B
psi phi : A × B → ℝ
hpsi : ∀ (x : A × B), psi x ≠ 0
hS : ∑ a, rowMarginal (fun x => phi x * psi x) a ≠ 0
tot : ∀ (f : A × B → ℝ), ∑ a, rowMarginal f a = ∑ x, f x
comm : ∀ (f : A × B → ℝ), rowMarginal (normalized f) = normalized (rowMarginal f)
hN : ∑ a, rowMarginal (fun x => psi x ^ 2) a ≠ 0
hQ : ∑ a, rowMarginal (fun x => phi x ^ 2) a ≠ 0
hW : ∀ (a : A), 0 < rowMarginal (fun x => psi x ^ 2) a
hT : ∑ a, rowMarginal (fun x => phi x * psi x) a ^ 2 / rowMarginal (fun x => psi x ^ 2) a ≠ 0
⊢ (normalized fun x => rowMarginal (fun x => phi x * psi x) x ^ 2 / rowMarginal (fun x => psi x ^ 2) x) =
      normalized (rowMarginal fun x => phi x ^ 2) ↔
    ∃ k, ∀ (a : A), (∑ b, phi (a, b) * psi (a, b)) ^ 2 = k * ((∑ b, psi (a, b) ^ 2) * ∑ b, phi (a, b) ^ 2)
```

What went wrong. The first error comes from the rewrite at `hS`, which precedes `hW`. A name declared by `where` is available in the proof as a hidden local entry, placed after the theorem's own hypotheses. To replace the hypothesis `hS`, `rw ... at hS` takes out everything that follows it in the context and puts it back afterwards, but hidden entries of this kind are cleared instead of being put back. So `pow_pos_of_ne` is already gone when `hW` uses it. The repair uses the library lemma `sq_pos_of_ne_zero`, a global name that no change to the local context can remove, and which gives the same positivity of a non-zero real's square. Removing the `where` clause is then tidying.

The second error is one argument too many. `normalized_eq_iff` takes two functions and a single proof, that the first has non-zero total. Once given `hT` it is already an equivalence, which cannot be applied to `hQ`. Dropping `hQ` from the call cures this. Nothing else needs `hQ`, so no longer extracting it from `sum_sq_ne_zero` is also tidying.

The third error follows from the second: the goal it shows is the one left by the earlier rewrites, still waiting for `normalized_eq_iff`.

After these edits no error is left:

```diff
@@ -98,11 +98,11 @@
     simp only [normalized, tot]
     simp only [rowMarginal, normalized, Finset.sum_div]
-  obtain ⟨hN, hQ⟩ := sum_sq_ne_zero psi phi hS
-  rw [← tot] at hN hQ hS
+  have hN := (sum_sq_ne_zero psi phi hS).1
+  rw [← tot] at hN hS
   have hW : ∀ a, 0 < rowMarginal (fun x => psi x ^ 2) a := by
     intro a
     obtain ⟨a', _, ha'⟩ := Finset.exists_ne_zero_of_sum_ne_zero hS
     obtain ⟨b, _, _⟩ := Finset.exists_ne_zero_of_sum_ne_zero ha'
-    exact Finset.sum_pos (fun b _ => pow_pos_of_ne (hpsi (a, b))) ⟨b, mem_univ b⟩
+    exact Finset.sum_pos (fun b _ => sq_pos_of_ne_zero (hpsi (a, b))) ⟨b, mem_univ b⟩
   have hT : ∑ a, rowMarginal (fun x => phi x * psi x) a ^ 2 /
       rowMarginal (fun x => psi x ^ 2) a ≠ 0 := by
@@ -114,11 +114,9 @@
     exact (pow_eq_zero_iff two_ne_zero).1 h0
   unfold variationalDensity mixedDensity pureDensity
-  rw [comm, comm, comm, extrapolate_normalized _ _ hN hS, normalized_eq_iff _ _ hT hQ]
+  rw [comm, comm, comm, extrapolate_normalized _ _ hN hS, normalized_eq_iff _ _ hT]
   refine exists_congr fun k => forall_congr' fun a => ?_
   rw [div_eq_iff (hW a).ne', mul_assoc,
     mul_comm (rowMarginal (fun x => phi x ^ 2) a)]
   exact Iff.rfl
-where
-  pow_pos_of_ne {r : ℝ} (h : r ≠ 0) : 0 < r ^ 2 := by positivity
 
 end
```
